# Each component of the total spin of two spins 1/2 gives zero on the singlet projector, from left and right

For two spins 1/2, with spin components in units of ħ, the lemma says that each Cartesian component of the total spin gives zero when multiplied on either side by the projector on the singlet. In matrix terms, `spinSum k * singlet` and `singlet * spinSum k` are both the zero 4 × 4 complex matrix for each of the three values of `k`. The amplitude `amp`, up-down minus down-up, has squared norm 2, and the division by 2 in `singlet` makes up for this. The attempt checks the two products entry by entry: it splits into cases over `k` and all four spin indices, then asks `simp` to unfold the definitions and evaluate each entry.

As first written in Lean, the proof fails:

```lean
import Mathlib

open Matrix Complex
open scoped Kronecker

namespace HeliumFineStructure

noncomputable section

/-- The three Pauli matrices, in the order x, y, z. -/
def pauli : Fin 3 → Matrix (Fin 2) (Fin 2) ℂ :=
  ![!![0, 1; 1, 0], !![0, -I; I, 0], !![1, 0; 0, -1]]

/-- Operators on the space of two spins 1/2. -/
abbrev SpinOp := Matrix (Fin 2 × Fin 2) (Fin 2 × Fin 2) ℂ

/-- Spin component `k` of electron 1. -/
def s1 (k : Fin 3) : SpinOp := (1 / 2 : ℂ) • (pauli k ⊗ₖ (1 : Matrix (Fin 2) (Fin 2) ℂ))

/-- Spin component `k` of electron 2. -/
def s2 (k : Fin 3) : SpinOp := (1 / 2 : ℂ) • ((1 : Matrix (Fin 2) (Fin 2) ℂ) ⊗ₖ pauli k)

/-- Component `k` of the total spin `S = s1 + s2`. -/
def spinSum (k : Fin 3) : SpinOp := s1 k + s2 k

/-- The antisymmetric amplitude up-down minus down-up, not normalised. -/
def amp : Matrix (Fin 2) (Fin 2) ℂ := !![0, 1; -1, 0]

/-- The projector on the singlet state of two spins. -/
def singlet : SpinOp := Matrix.of fun p q => amp p.1 p.2 * amp q.1 q.2 / 2

/-- The total spin annihilates the singlet, from either side. -/
theorem spinSum_singlet (k : Fin 3) : spinSum k * singlet = 0 ∧ singlet * spinSum k = 0 := by
  constructor <;> ext ⟨a, b⟩ ⟨c, d⟩ <;> fin_cases k <;> fin_cases a <;> fin_cases b <;>
    fin_cases c <;> fin_cases d <;>
    simp [spinSum, s1, s2, singlet, amp, pauli, Matrix.mul_apply, Fintype.sum_prod_type]

end

end HeliumFineStructure
```

Compiling this gives:

```
Main.lean:33:91: error: unsolved goals
case left.«0».«0».«0».«0».«1»
⊢ 2⁻¹ * 2⁻¹ + 2⁻¹ * (-1 / 2) = 0

case left.«0».«0».«0».«1».«0»
⊢ 2⁻¹ * (-1 / 2) + 2⁻¹ * 2⁻¹ = 0

case left.«0».«1».«1».«0».«1»
⊢ 2⁻¹ * 2⁻¹ + 2⁻¹ * (-1 / 2) = 0

case left.«0».«1».«1».«1».«0»
⊢ 2⁻¹ * (-1 / 2) + 2⁻¹ * 2⁻¹ = 0

case left.«1».«0».«0».«0».«1»
⊢ -(2⁻¹ * I * 2⁻¹) + -(2⁻¹ * I * (-1 / 2)) = 0

case left.«1».«0».«0».«1».«0»
⊢ -(2⁻¹ * I * (-1 / 2)) + -(2⁻¹ * I * 2⁻¹) = 0

case left.«1».«1».«1».«0».«1»
⊢ 2⁻¹ * I * 2⁻¹ + 2⁻¹ * I * (-1 / 2) = 0

case left.«1».«1».«1».«1».«0»
⊢ 2⁻¹ * I * (-1 / 2) + 2⁻¹ * I * 2⁻¹ = 0

case right.«0».«0».«1».«0».«0»
⊢ 2⁻¹ * 2⁻¹ + -1 / 2 * 2⁻¹ = 0

case right.«0».«0».«1».«1».«1»
⊢ 2⁻¹ * 2⁻¹ + -1 / 2 * 2⁻¹ = 0

case right.«0».«1».«0».«0».«0»
⊢ -1 / 2 * 2⁻¹ + 2⁻¹ * 2⁻¹ = 0

case right.«0».«1».«0».«1».«1»
⊢ -1 / 2 * 2⁻¹ + 2⁻¹ * 2⁻¹ = 0

case right.«1».«0».«1».«0».«0»
⊢ 2⁻¹ * (2⁻¹ * I) + -1 / 2 * (2⁻¹ * I) = 0

case right.«1».«0».«1».«1».«1»
⊢ -(2⁻¹ * (2⁻¹ * I)) + -(-1 / 2 * (2⁻¹ * I)) = 0

case right.«1».«1».«0».«0».«0»
⊢ -1 / 2 * (2⁻¹ * I) + 2⁻¹ * (2⁻¹ * I) = 0

case right.«1».«1».«0».«1».«1»
⊢ -(-1 / 2 * (2⁻¹ * I)) + -(2⁻¹ * (2⁻¹ * I)) = 0
```

Diagnosis. The error lists the entries that `simp` left open, eight for each order of multiplication. All belong to the x and y components; `simp` closed every case for z.

The matrices and sums are gone from these goals, and what remains is true arithmetic in the complex numbers, such as `2⁻¹ * 2⁻¹ + 2⁻¹ * (-1 / 2) = 0`. The two terms are opposite, but `simp` has left one half as `2⁻¹` and minus one half as `-1 / 2`. In this form it did not recognise that they cancel.

The repair adds `<;> ring`, which runs `ring` on every goal that `simp` leaves. `ring` brings both sides to a common normal form, in which the numerical coefficients are combined and the sum is seen to be zero. The goals containing `I` yield in the same way: `I` appears only as a common factor, so `I * I = -1` is not needed.

After these edits no error is left:

```diff
@@ -34,5 +34,6 @@
   constructor <;> ext ⟨a, b⟩ ⟨c, d⟩ <;> fin_cases k <;> fin_cases a <;> fin_cases b <;>
     fin_cases c <;> fin_cases d <;>
-    simp [spinSum, s1, s2, singlet, amp, pauli, Matrix.mul_apply, Fintype.sum_prod_type]
+    simp [spinSum, s1, s2, singlet, amp, pauli, Matrix.mul_apply, Fintype.sum_prod_type] <;>
+    ring
 
 end
```
